# The dynamic polarizability from two Sternheimer equations, for finitely many levels away from resonance

Let H be a Hamiltonian with a finite orthonormal basis of eigenvectors b_n and real levels e_n, D a dipole operator, ψ a state, E a reference energy and w a driving frequency. If neither E + w nor E − w is a level, each of the equations

(H − E − w) χ₊ = Dψ,  (H − E + w) χ₋ = Dψ

has exactly one solution, and

⟨Dψ, χ₊⟩ + ⟨Dψ, χ₋⟩ = Σ_n 2(e_n − E) |⟨b_n, Dψ⟩|² / ((e_n − E)² − w²).

The physical problem is an atom or molecule in an oscillating electric field F cos(wt). If the field is switched on slowly and is away from resonance, the first-order change of the dipole component along the field is F cos(wt) times a factor, the dynamic polarizability in that direction. D is the dipole operator for this component. When ψ is the normalised ground state and E its energy, the right-hand side computes this factor from all excited states, the left-hand side from two linear equations. Some linear-response calculations in electronic structure use equations of this type to avoid sums over empty states; here H is a fixed operator in finite dimension, with no self-consistent response of its own.

In Lean, `V` is a complex inner product space and the finite type `ι` labels the levels. The inner product is conjugate-linear in its first argument, and ħ = 1.

```lean
import Mathlib

open scoped InnerProductSpace ComplexConjugate

namespace DynamicSternheimer

noncomputable section

variable {V ι : Type*} [NormedAddCommGroup V] [InnerProductSpace ℂ V] [Fintype ι]
```

## Solving the equation level by level

Both equations have the form (H − a)χ = Dψ with a real energy a. The letters `χp` and `χm` below stand for χ₊ at a = E + w and χ₋ at a = E − w.

```lean
/-- The Sternheimer equation `(H - a) χ = D ψ` at the real energy `a`. -/
def Sternheimer (H D : V →ₗ[ℂ] V) (ψ : V) (a : ℝ) (χ : V) : Prop :=
  H χ - (a : ℂ) • χ = D ψ
```

The candidate solution has the component ⟨b_n, Dψ⟩/(e_n − a) along b_n.

```lean
/-- The vector with components `⟨n, D ψ⟩ / (e n - a)` in the basis `b`,
for `a` different from every level `e n`. -/
def spectralResponse (b : OrthonormalBasis ι ℂ V) (e : ι → ℝ) (D : V →ₗ[ℂ] V)
    (ψ : V) (a : ℝ) : V :=
  ∑ n, (⟪b n, D ψ⟫_ℂ / ((e n - a : ℝ) : ℂ)) • b n
```

The sum over states is defined separately, as a real number, without reference to χ₊ or χ₋. When ψ is a normalised eigenstate of energy E, and b and e are the eigenbasis and levels of H, it is the diagonal polarizability along the one direction that D represents.

```lean
/-- A sum over states, for `E + w` and `E - w` different from every level `e n`. It is the dynamic
polarizability at frequency `w` when `b` is an eigenbasis of the Hamiltonian with levels `e n`, `D`
is the dipole operator and `ψ` is a normalised eigenstate of energy `E`. -/
def polarizability (b : OrthonormalBasis ι ℂ V) (e : ι → ℝ) (D : V →ₗ[ℂ] V)
    (ψ : V) (E w : ℝ) : ℝ :=
  ∑ n, 2 * (e n - E) * ‖⟪b n, D ψ⟫_ℂ‖ ^ 2 / ((e n - E) ^ 2 - w ^ 2)
```

Expand χ = Σ_m ⟨b_m, χ⟩ b_m and use H b_m = e_m b_m. Orthonormality gives ⟨b_n, Hχ⟩ = e_n ⟨b_n, χ⟩, so projecting the equation on b_n yields

(e_n − a) ⟨b_n, χ⟩ = ⟨b_n, Dψ⟩.

Since e_n ≠ a, division fixes every component of χ. Conversely, applying H − a to the candidate multiplies each component by e_n − a and restores Dψ. These are the two directions of the equivalence below; `hcomp` is the projection formula. The hypothesis `hb` supplies the eigenbasis with real levels, which a Hermitian matrix always has.

```lean
/-- Let `b` be an orthonormal eigenbasis of `H` with real levels `e n`. If `a` is not one of these
levels, the Sternheimer equation at `a` is solved by the spectral response vector and by no other
vector. -/
theorem sternheimer_iff {H D : V →ₗ[ℂ] V} {ψ : V} {a : ℝ} {e : ι → ℝ}
    (b : OrthonormalBasis ι ℂ V) (hb : ∀ n, H (b n) = (e n : ℂ) • b n)
    (ha : ∀ n, e n ≠ a) (χ : V) :
    Sternheimer H D ψ a χ ↔ χ = spectralResponse b e D ψ a := by
  classical
  have ho := orthonormal_iff_ite.mp b.orthonormal
  have hd : ∀ n, ((e n - a : ℝ) : ℂ) ≠ 0 := fun n =>
    Complex.ofReal_ne_zero.mpr (sub_ne_zero.mpr (ha n))
  -- H acts on the component along the n-th eigenvector as multiplication by e n
  have hcomp : ∀ n, ⟪b n, H χ⟫_ℂ = (e n : ℂ) * ⟪b n, χ⟫_ℂ := by
    intro n
    conv_lhs => rw [← b.sum_repr' χ]
    simp only [map_sum, map_smul, hb, inner_sum, inner_smul_right, ho, mul_ite, mul_one,
      mul_zero, Finset.sum_ite_eq, Finset.mem_univ, if_true]
    ring
  unfold Sternheimer spectralResponse
  constructor
  · intro h
    conv_lhs => rw [← b.sum_repr' χ]
    refine Finset.sum_congr rfl fun n _ => ?_
    have h' := congrArg (fun v => ⟪b n, v⟫_ℂ) h
    simp only [inner_sub_right, inner_smul_right, hcomp] at h'
    congr 1
    rw [eq_div_iff (hd n)]
    push_cast
    linear_combination h'
  · intro h
    rw [h, map_sum, Finset.smul_sum, ← Finset.sum_sub_distrib]
    conv_rhs => rw [← b.sum_repr' (D ψ)]
    refine Finset.sum_congr rfl fun n _ => ?_
    rw [map_smul, hb, smul_smul, smul_smul, ← sub_smul]
    congr 1
    calc _ = ⟪b n, D ψ⟫_ℂ / ((e n - a : ℝ) : ℂ) * ((e n - a : ℝ) : ℂ) := by
          push_cast
          ring
      _ = _ := div_mul_cancel₀ _ (hd n)
```

## From overlaps to the sum over states

Taking the inner product of the candidate with Dψ gives

⟨Dψ, χ⟩ = Σ_n ⟨b_n, Dψ⟩ ⟨Dψ, b_n⟩ / (e_n − a) = Σ_n |⟨b_n, Dψ⟩|² / (e_n − a),

because the two factors in the numerator are complex conjugates. The lemma needs no condition on a, since Lean sets division by zero to zero on both sides; it is applied only off resonance.

```lean
/-- The overlap of `D ψ` with the spectral response vector is the sum of
`|⟨n, D ψ⟩|² / (e n - a)`. -/
theorem inner_spectralResponse (b : OrthonormalBasis ι ℂ V) (e : ι → ℝ)
    (D : V →ₗ[ℂ] V) (ψ : V) (a : ℝ) :
    ⟪D ψ, spectralResponse b e D ψ a⟫_ℂ =
      ((∑ n, ‖⟪b n, D ψ⟫_ℂ‖ ^ 2 / (e n - a) : ℝ) : ℂ) := by
  simp only [spectralResponse, inner_sum, inner_smul_right]
  rw [Complex.ofReal_sum]
  refine Finset.sum_congr rfl fun n _ => ?_
  have h : ⟪b n, D ψ⟫_ℂ * ⟪D ψ, b n⟫_ℂ = ((‖⟪b n, D ψ⟫_ℂ‖ ^ 2 : ℝ) : ℂ) := by
    rw [← inner_conj_symm (D ψ) (b n), Complex.mul_conj, Complex.normSq_eq_norm_sq]
  rw [Complex.ofReal_div, ← h]
  ring
```

Now put a = E + w and a = E − w and add. With Δ = e_n − E, each level contributes |⟨b_n, Dψ⟩|² times

1/(Δ − w) + 1/(Δ + w) = 2Δ / (Δ² − w²).

The hypotheses `hp` and `hm` make both denominators nonzero, and hence their product Δ² − w² as well. Existence and uniqueness, written `∃!`, come from the previous equivalence.

The theorem doesn't ask that ψ be normalised or an eigenvector, that D be Hermitian, or that w ≠ 0. When E is itself a level, as in the physical case, the non-resonance conditions already exclude w = 0.

```lean
/-- Let `b` be an orthonormal eigenbasis of `H` with real levels `e n`. If neither `E + w` nor
`E - w` is one of these levels, both dynamic Sternheimer equations have exactly one solution, and
the overlaps of the solutions with `D ψ` add up to the sum over states for the polarizability. -/
theorem dynamic_sternheimer {H D : V →ₗ[ℂ] V} {ψ : V} {E w : ℝ} {e : ι → ℝ}
    (b : OrthonormalBasis ι ℂ V) (hb : ∀ n, H (b n) = (e n : ℂ) • b n)
    (hp : ∀ n, e n ≠ E + w) (hm : ∀ n, e n ≠ E - w) :
    (∃! χ, Sternheimer H D ψ (E + w) χ) ∧ (∃! χ, Sternheimer H D ψ (E - w) χ) ∧
    ∀ χp χm, Sternheimer H D ψ (E + w) χp → Sternheimer H D ψ (E - w) χm →
      ⟪D ψ, χp⟫_ℂ + ⟪D ψ, χm⟫_ℂ = (polarizability b e D ψ E w : ℂ) := by
  refine ⟨⟨_, (sternheimer_iff b hb hp _).2 rfl, fun χ h => (sternheimer_iff b hb hp χ).1 h⟩,
    ⟨_, (sternheimer_iff b hb hm _).2 rfl, fun χ h => (sternheimer_iff b hb hm χ).1 h⟩, ?_⟩
  intro χp χm h₁ h₂
  rw [(sternheimer_iff b hb hp χp).1 h₁, (sternheimer_iff b hb hm χm).1 h₂,
    inner_spectralResponse, inner_spectralResponse, ← Complex.ofReal_add,
    ← Finset.sum_add_distrib, polarizability]
  congr 1
  refine Finset.sum_congr rfl fun n _ => ?_
  -- the two resonance denominators combine into one
  have d₁ : e n - (E + w) ≠ 0 := sub_ne_zero.mpr (hp n)
  have d₂ : e n - (E - w) ≠ 0 := sub_ne_zero.mpr (hm n)
  have d₃ : (e n - E) ^ 2 - w ^ 2 ≠ 0 := by
    have h := mul_ne_zero d₁ d₂
    intro h0
    apply h
    linear_combination h0
  rw [div_add_div _ _ d₁ d₂, div_eq_div_iff (mul_ne_zero d₁ d₂) d₃]
  ring
```

## The state in the oscillating field

To connect the overlaps with a measured dipole, we need them to be real. For Hermitian H, called `IsSymmetric` in Lean, and real a,

⟨Dψ, χ⟩ = ⟨(H − a)χ, χ⟩ = ⟨χ, (H − a)χ⟩ = ⟨χ, Dψ⟩,

so the overlap equals its own conjugate.

```lean
/-- For Hermitian `H`, the overlap of `D ψ` with a Sternheimer solution is real. -/
theorem overlap_real {H D : V →ₗ[ℂ] V} {ψ χ : V} {a : ℝ} (hH : H.IsSymmetric)
    (h : Sternheimer H D ψ a χ) : conj ⟪D ψ, χ⟫_ℂ = ⟪D ψ, χ⟫_ℂ := by
  unfold Sternheimer at h
  rw [inner_conj_symm, ← h, inner_sub_left, inner_sub_right, inner_smul_left,
    inner_smul_right, Complex.conj_ofReal, hH χ χ]
```

Write p_a(t) = exp(−iat) for the phase of a state of energy a.

```lean
/-- The phase factor `exp(-i a t)`. -/
def phase (a t : ℝ) : ℂ := Complex.exp (-(Complex.I * a * t))
```

The first-order response combines the two solutions, each with its own phase:

η(t) = ½ (p_{E+w}(t) χ₊ + p_{E−w}(t) χ₋).

```lean
/-- The first-order response, with `χp` and `χm` oscillating at `E + w` and `E - w`. -/
def firstOrder (E w : ℝ) (χp χm : V) (t : ℝ) : V :=
  (1 / 2 : ℂ) • (phase (E + w) t • χp + phase (E - w) t • χm)
```

The driven state is Φ(t) = p_E(t) ψ + F η(t).

```lean
/-- The state `ψ` with its phase at energy `E`, plus `F` times the first-order response. -/
def drivenState (ψ : V) (E w F : ℝ) (χp χm : V) (t : ℝ) : V :=
  phase E t • ψ + (F : ℂ) • firstOrder E w χp χm t
```

Three rules for phases are needed: p_{a+c} = p_a p_c, the conjugate of p_a is p_{−a}, and p_a + p_{−a} = 2 cos(at).

```lean
/-- Phases multiply when energies add, conjugation reverses the energy, and opposite
phases add up to twice a cosine. -/
theorem phase_rules (a c t : ℝ) : phase (a + c) t = phase a t * phase c t ∧
    conj (phase a t) = phase (-a) t ∧
    phase a t + phase (-a) t = 2 * (Real.cos (a * t) : ℂ) := by
  refine ⟨?_, ?_, ?_⟩
  · rw [phase, phase, phase, ← Complex.exp_add]
    congr 1
    push_cast
    ring
  · rw [phase, phase, ← Complex.exp_conj]
    congr 1
    simp
  · have h₁ : -(Complex.I * (a : ℂ) * t) = -((a * t : ℝ) : ℂ) * Complex.I := by
      push_cast
      ring
    have h₂ : -(Complex.I * ((-a : ℝ) : ℂ) * t) = ((a * t : ℝ) : ℂ) * Complex.I := by
      push_cast
      ring
    rw [phase, phase, h₁, h₂, Complex.ofReal_cos, Complex.cos]
    ring
```

Let Hψ = Eψ. Differentiating η and replacing (E ± w)χ± by Hχ± − Dψ gives

i dη/dt = Hη − ½ (p_{E+w} + p_{E−w}) Dψ = Hη − cos(wt) p_E Dψ.

Since p_E Dψ = DΦ − F Dη, it follows that

i dΦ/dt = HΦ − F cos(wt) DΦ + F² cos(wt) Dη.

This is the Schrödinger equation for H − F cos(wt) D with an explicit remainder of order F². In the proof `dph` differentiates a phase, `hk` adds the two sidebands, and `module` collects the vector terms.

```lean
/-- If `H ψ = E ψ` and `χp`, `χm` solve the Sternheimer equations at `E + w` and `E - w`,
the driven state obeys the Schrödinger equation for `H - F cos(w t) D` up to the
displayed term of order `F²`. -/
theorem drivenState_schrodinger {H D : V →ₗ[ℂ] V} {ψ χp χm : V} {E w : ℝ} (F t : ℝ)
    (hψ : H ψ = (E : ℂ) • ψ) (hp : Sternheimer H D ψ (E + w) χp)
    (hm : Sternheimer H D ψ (E - w) χm) :
    HasDerivAt (drivenState ψ E w F χp χm)
      (-Complex.I • (H (drivenState ψ E w F χp χm t)
        - (F * Real.cos (w * t) : ℂ) • D (drivenState ψ E w F χp χm t)
        + (F ^ 2 * Real.cos (w * t) : ℂ) • D (firstOrder E w χp χm t))) t := by
  have dph : ∀ a : ℝ, HasDerivAt (phase a) (-(Complex.I * a) * phase a t) t := by
    intro a
    have h : HasDerivAt (fun s : ℝ => -(Complex.I * a * (s : ℂ))) (-(Complex.I * a)) t := by
      have h₀ : HasDerivAt (fun s : ℝ => (s : ℂ)) 1 t :=
        (Complex.ofRealCLM.hasDerivAt (x := t)).congr_deriv (by simp)
      exact (h₀.const_mul (Complex.I * (a : ℂ))).fun_neg.congr_deriv (by ring)
    exact h.cexp.congr_deriv (by rw [phase]; ring)
  have d := ((dph E).smul_const ψ).fun_add
    (((((dph (E + w)).smul_const χp).fun_add ((dph (E - w)).smul_const χm)).const_smul
      (1 / 2 : ℂ)).const_smul (F : ℂ))
  refine d.congr_deriv ?_
  have hp' : H χp = D ψ + ((E + w : ℝ) : ℂ) • χp := sub_eq_iff_eq_add.mp hp
  have hm' : H χm = D ψ + ((E - w : ℝ) : ℂ) • χm := sub_eq_iff_eq_add.mp hm
  -- the two sidebands together reproduce the oscillating field
  have hk : phase (E + w) t + phase (E - w) t
      = 2 * (Real.cos (w * t) : ℂ) * phase E t := by
    rw [sub_eq_add_neg, (phase_rules E w t).1, (phase_rules E (-w) t).1]
    linear_combination phase E t * (phase_rules w 0 t).2.2
  have hv := congrArg (fun z : ℂ => z • D ψ) hk
  simp only [drivenState, firstOrder, map_add, map_smul, hψ, hp', hm']
  linear_combination (norm := module) (Complex.I * F / 2) • hv
```

The step left to physics is the identification of Φ with the state that the system actually reaches: the theorem gives the remainder in the equation, not a bound on the distance from an exact solution after the field has been switched on.

For the dipole, set s± = ⟨Dψ, χ±⟩. The coefficient of F in ⟨Φ, DΦ⟩ is

½ (e^{−iwt} s₊ + e^{iwt} s₋) + ½ (e^{iwt} s₊ + e^{−iwt} s₋) = cos(wt) (s₊ + s₋).

The first bracket uses that D is Hermitian, the second that s± are real. Therefore

⟨Φ, DΦ⟩ = ⟨ψ, Dψ⟩ + F cos(wt) (s₊ + s₋) + F² ⟨η, Dη⟩.

Off resonance, s₊ + s₋ is the sum over states found above. The left-hand side is not divided by ⟨Φ, Φ⟩; for a normalised eigenstate ψ of energy E and w ≠ 0, that norm differs from 1 only at order F².

```lean
/-- For Hermitian `H` and `D` and Sternheimer solutions `χp`, `χm` at `E + w` and `E - w`, the inner
product `⟨Φ, D Φ⟩` for the driven state `Φ` is `⟨ψ, D ψ⟩`, plus `F cos(w t)` times the sum of the
two overlaps, plus the displayed term of order `F²`. -/
theorem induced_dipole {H D : V →ₗ[ℂ] V} {ψ χp χm : V} {E w : ℝ} (F t : ℝ)
    (hH : H.IsSymmetric) (hD : D.IsSymmetric) (hp : Sternheimer H D ψ (E + w) χp)
    (hm : Sternheimer H D ψ (E - w) χm) :
    ⟪drivenState ψ E w F χp χm t, D (drivenState ψ E w F χp χm t)⟫_ℂ =
      ⟪ψ, D ψ⟫_ℂ + F * Real.cos (w * t) * (⟪D ψ, χp⟫_ℂ + ⟪D ψ, χm⟫_ℂ)
        + F ^ 2 * ⟪firstOrder E w χp χm t, D (firstOrder E w χp χm t)⟫_ℂ := by
  have hc : ∀ a, conj (phase a t) = phase (-a) t := fun a => (phase_rules a 0 t).2.1
  have h₁ : ⟪D ψ, firstOrder E w χp χm t⟫_ℂ =
      1 / 2 * (phase (E + w) t * ⟪D ψ, χp⟫_ℂ + phase (E - w) t * ⟪D ψ, χm⟫_ℂ) := by
    simp only [firstOrder, inner_smul_right, inner_add_right]
  have h₂ : ⟪firstOrder E w χp χm t, D ψ⟫_ℂ =
      1 / 2 * (phase (-(E + w)) t * ⟪D ψ, χp⟫_ℂ + phase (-(E - w)) t * ⟪D ψ, χm⟫_ℂ) := by
    rw [← inner_conj_symm, h₁]
    simp only [map_mul, map_add, map_div₀, map_one, map_ofNat, hc,
      overlap_real hH hp, overlap_real hH hm]
  have h₃ : ⟪ψ, D (firstOrder E w χp χm t)⟫_ℂ = ⟪D ψ, firstOrder E w χp χm t⟫_ℂ :=
    (hD ψ _).symm
  have e₁ := (phase_rules E w t).1
  have e₂ : phase (E - w) t = phase E t * phase (-w) t := by
    rw [sub_eq_add_neg, (phase_rules E (-w) t).1]
  have e₃ : phase (-(E + w)) t = phase (-E) t * phase (-w) t := by
    rw [neg_add, (phase_rules (-E) (-w) t).1]
  have e₄ : phase (-(E - w)) t = phase (-E) t * phase w t := by
    rw [show -(E - w) = -E + w by ring, (phase_rules (-E) w t).1]
  have hn : phase (-E) t * phase E t = 1 := by
    rw [← (phase_rules (-E) E t).1]
    simp [phase]
  simp only [drivenState, map_add, map_smul, inner_add_left, inner_add_right,
    inner_smul_left, inner_smul_right, Complex.conj_ofReal, hc]
  rw [h₃, h₁, h₂, e₁, e₂, e₃, e₄]
  linear_combination (⟪ψ, D ψ⟫_ℂ + F / 2 * (phase w t + phase (-w) t) *
    (⟪D ψ, χp⟫_ℂ + ⟪D ψ, χm⟫_ℂ)) * hn
    + F / 2 * (⟪D ψ, χp⟫_ℂ + ⟪D ψ, χm⟫_ℂ) * (phase_rules w 0 t).2.2
```

## Two levels, off and on resonance

Take levels 0 and 1, with components numbered 0 and 1 as in Lean.

```lean
/-- The two-level Hamiltonian with energies 0 and 1. -/
def twoLevelH : EuclideanSpace ℂ (Fin 2) →ₗ[ℂ] EuclideanSpace ℂ (Fin 2) where
  toFun x := !₂[0, x 1]
  map_add' x y := by ext i; fin_cases i <;> simp
  map_smul' c x := by ext i; fin_cases i <;> simp
```

The dipole operator exchanges the two components.

```lean
/-- The transition dipole that exchanges the two levels. -/
def twoLevelD : EuclideanSpace ℂ (Fin 2) →ₗ[ℂ] EuclideanSpace ℂ (Fin 2) where
  toFun x := !₂[x 1, x 0]
  map_add' x y := by ext i; fin_cases i <;> simp
  map_smul' c x := by ext i; fin_cases i <;> simp
```

For ψ = (1, 0), E = 0 and w = 1/2 we have Dψ = (0, 1). The component of χ₊ along level 1 is 1/(1 − 1/2) = 2, and that of χ₋ is 1/(1 + 1/2) = 2/3. The overlaps add up to 8/3, in agreement with the sum over states, 2/(1 − 1/4). The theorem checks the two solutions, the eigenbasis and the Hermiticity of both operators.

```lean
/-- In the two-level system both operators are Hermitian, the standard basis is an
eigenbasis with levels 0 and 1, and at `E = 0`, `w = 1/2` the vectors `(0, 2)` and
`(0, 2/3)` solve the Sternheimer equations for `ψ = (1, 0)`. -/
theorem twoLevel_witness :
    twoLevelH.IsSymmetric ∧ twoLevelD.IsSymmetric ∧
    (∀ n, twoLevelH (EuclideanSpace.basisFun (Fin 2) ℂ n) =
      (((![0, 1] : Fin 2 → ℝ) n : ℝ) : ℂ) • EuclideanSpace.basisFun (Fin 2) ℂ n) ∧
    Sternheimer twoLevelH twoLevelD !₂[1, 0] (0 + 1 / 2) !₂[0, 2] ∧
    Sternheimer twoLevelH twoLevelD !₂[1, 0] (0 - 1 / 2) !₂[0, 2 / 3] := by
  refine ⟨?_, ?_, ?_, ?_, ?_⟩
  · intro x y
    simp [twoLevelH, PiLp.inner_apply, Fin.sum_univ_two]
  · intro x y
    simp [twoLevelD, PiLp.inner_apply, Fin.sum_univ_two, add_comm]
  · intro n
    ext i
    fin_cases n <;> fin_cases i <;> simp [twoLevelH]
  · unfold Sternheimer
    ext i
    fin_cases i <;> simp [twoLevelH, twoLevelD]
    norm_num
  · unfold Sternheimer
    ext i
    fin_cases i <;> simp [twoLevelH, twoLevelD]
    norm_num

end

end DynamicSternheimer
```

If the condition that E + w is not a level is dropped, existence can fail. In the same system with w = 1, the equation for χ₊ reads (H − 1)χ₊ = (0, 1). Its component along level 1 is 0 = 1, so there is no solution: the field is resonant with an allowed transition.

```lean
#print axioms DynamicSternheimer.dynamic_sternheimer
#print axioms DynamicSternheimer.drivenState_schrodinger
#print axioms DynamicSternheimer.induced_dipole
```

```
'DynamicSternheimer.dynamic_sternheimer' depends on axioms: [propext, Classical.choice, Quot.sound]
'DynamicSternheimer.drivenState_schrodinger' depends on axioms: [propext, Classical.choice, Quot.sound]
'DynamicSternheimer.induced_dipole' depends on axioms: [propext, Classical.choice, Quot.sound]
```
